# The two-spin singlet projector P sandwiches any pair operator Y to a multiple of P: P Y P = tr(P Y) P

For two spins one half, the file defines the unnormalised singlet vector s = |↑↓⟩ − |↓↑⟩, of squared norm 2, and the matrix `singletProj` = ½|s⟩⟨s|, which is the projector P onto the normalised singlet s/√2. The theorem `singlet_sandwich` states that P Y P = tr(P Y) P for every complex 4×4 matrix `Y` indexed by `Pair`, with no Hermiticity or positivity assumed. The scalar tr(P Y) equals ½⟨s|Y|s⟩, the diagonal matrix element of `Y` in the normalised singlet. The plan of the proof is to compare entries with `ext` and to expand products, the scalar multiple and the trace entrywise with `simp only`. It then splits into the sixteen index cases, unfolds the definitions and the finite sums in each, and finishes with `ring`.

The failing Lean file:

```lean
import Mathlib

open Matrix
open scoped Kronecker ComplexOrder

namespace SingletMonogamy

noncomputable section

/-- Basis labels of two spins one half, with 0 for up and 1 for down. -/
abbrev Pair := Fin 2 × Fin 2

/-- The unnormalised singlet vector `|↑↓⟩ - |↓↑⟩`. -/
def singletVec : Pair → ℂ := fun p => !![0, 1; -1, 0] p.1 p.2

/-- The singlet projector `½ |s⟩⟨s|` with `s = |↑↓⟩ - |↓↑⟩`. -/
def singletProj : Matrix Pair Pair ℂ :=
  (1 / 2 : ℂ) • vecMulVec singletVec (star singletVec)

/-- Any pair operator `Y` between two singlet projectors gives `tr (Ps Y)` times `Ps`. -/
theorem singlet_sandwich (Y : Matrix Pair Pair ℂ) :
    singletProj * Y * singletProj = trace (singletProj * Y) • singletProj := by
  ext ⟨a, b⟩ ⟨c, d⟩
  simp only [mul_apply, smul_apply, trace, diag_apply, smul_eq_mul]
  fin_cases a <;> fin_cases b <;> fin_cases c <;> fin_cases d <;>
    simp [singletProj, singletVec, vecMulVec_apply, Fintype.sum_prod_type,
      Fin.sum_univ_two] <;> ring

end

end SingletMonogamy
```

The compiler's answer:

```
Main.lean:24:24: error: Ambiguous term
  smul_apply
Possible interpretations:
  _root_.smul_apply : ∀ (f : ?m.48) (r : ?m.47) (x : ?m.49), (r • f) x = r • f x
  
  Matrix.smul_apply : ∀ (r : ?m.50) (A : Matrix ?m.47 ?m.48 ?m.49) (i : ?m.47) (j : ?m.48), (r • A) i j = r • A i j
Main.lean:24:55: warning: This simp argument is unused:
  smul_eq_mul

Hint: Omit it from the simp argument list.
  [apply] simp only [mul_apply, smul_apply, trace, diag_apply]

Note: This linter can be disabled with `set_option linter.unusedSimpArgs false`
```

Cause. The error concerns name resolution, not the mathematics. Because of `open Matrix`, the short name `smul_apply` has two readings, both printed in the message: `_root_.smul_apply`, stating `(r • f) x = r • f x` for one argument, and `Matrix.smul_apply`, stating `(r • A) i j = r • A i j` for a matrix entry. In a `simp only` list nothing selects between them, both elaborate, and Lean reports the term as ambiguous.

The warning follows from this. Without a usable `smul_apply`, the other lemmas still expand the trace inside `trace (singletProj * Y) • singletProj`, but nothing moves the entry indices past the `•`, so the scalar action stays one on matrices. No scalar action `r • z` of one complex number on another appears, and `smul_eq_mul` finds nothing to rewrite.

Writing `Matrix.smul_apply` fixes the intended lemma and removes the ambiguity. The right-hand entry then becomes the expanded trace acting by `•` on a complex entry of `singletProj`, which is the form `smul_eq_mul` turns into a multiplication. The change of `mul_apply` to `Matrix.mul_apply` answers no message; it is tidying that spells out the namespace in the same way.

This version goes through:

```diff
@@ -22,5 +22,5 @@
     singletProj * Y * singletProj = trace (singletProj * Y) • singletProj := by
   ext ⟨a, b⟩ ⟨c, d⟩
-  simp only [mul_apply, smul_apply, trace, diag_apply, smul_eq_mul]
+  simp only [Matrix.mul_apply, Matrix.smul_apply, trace, diag_apply, smul_eq_mul]
   fin_cases a <;> fin_cases b <;> fin_cases c <;> fin_cases d <;>
     simp [singletProj, singletVec, vecMulVec_apply, Fintype.sum_prod_type,
```
